# Stiffness and compliance tensors are inverse exactly when their Voigt matrices are, with shear weights in the compliance

A rank-four tensor is represented here by all 81 of its components, as a real function of four indices in `Fin 3`, and its symmetry is a separate hypothesis. The 6×6 matrices are then defined from the tensor components, and the theorems show that the factors of 2 placed in the compliance matrix are the right ones. The setting is linear elasticity, with \(C\) the stiffness and \(S\) the compliance.

In Lean 4 with Mathlib:

```lean
import Mathlib

open Matrix

namespace VoigtNotation

noncomputable section

/-- Real rank-four tensors in three dimensions. -/
abbrev Tensor4 := Fin 3 → Fin 3 → Fin 3 → Fin 3 → ℝ
```

The minor symmetries are \(C_{ijkl}=C_{jikl}=C_{ijlk}\), and likewise for \(S\). They reflect the symmetry of stress and strain. The major symmetry \(C_{ijkl}=C_{klij}\) is not assumed, so the 6×6 matrices need not be symmetric.

```lean
/-- The minor symmetries: the tensor is unchanged when the indices of its first pair,
or those of its second pair, are exchanged. -/
structure MinorSymm (C : Tensor4) : Prop where
  left : ∀ i j k l, C i j k l = C j i k l
  right : ∀ i j k l, C i j k l = C i j l k
```

With the Kronecker delta \(\delta_{ij}\), the identity map on symmetric rank-two tensors is

\[ \mathbb{I}_{ijkl}=\tfrac12(\delta_{ik}\delta_{jl}+\delta_{il}\delta_{jk}). \]

```lean
/-- The Kronecker delta. -/
def delta (i j : Fin 3) : ℝ := if i = j then 1 else 0

/-- The symmetrised identity `(δ_ik δ_jl + δ_il δ_jk) / 2`. -/
def symId : Tensor4 := fun i j k l =>
  (delta i k * delta j l + delta i l * delta j k) / 2
```

Compliance inverts stiffness when \(C:S=\mathbb{I}\), where \((C:S)_{ijkl}=\sum_{mn}C_{ijmn}S_{mnkl}\).

```lean
/-- The double contraction `∑ C_ijmn S_mnkl` over `m` and `n`. -/
def doubleDot (C S : Tensor4) : Tensor4 := fun i j k l =>
  ∑ m, ∑ n, C i j m n * S m n k l
```

## Six indices and their weights

A Voigt index \(K=0,\dots,5\) stands for the pair 11, 22, 33, 23, 13 or 12. Two maps return the members of the pair, with tensor indices also counted from zero in the code. The weight \(w_K\) is 1 for the three normal pairs and 2 for the three shear pairs.

```lean
/-- First tensor index of each Voigt index, in the order 11, 22, 33, 23, 13, 12
(counted from zero in the code). -/
def idx₁ : Fin 6 → Fin 3 := ![0, 1, 2, 1, 0, 0]

/-- Second tensor index of each Voigt index, in the same order. -/
def idx₂ : Fin 6 → Fin 3 := ![0, 1, 2, 2, 2, 1]

/-- The Voigt weight: 1 for normal and 2 for shear indices. -/
def weight : Fin 6 → ℝ := ![1, 1, 1, 2, 2, 2]
```

The stiffness matrix takes its components unchanged, \(c_{IJ}=C_{IJ}\), while the compliance matrix carries two weights, \(s_{IJ}=w_Iw_JS_{IJ}\).

```lean
/-- The 6x6 matrix of unweighted Voigt components, `c_IJ = C_IJ`. -/
def voigt (C : Tensor4) : Matrix (Fin 6) (Fin 6) ℝ :=
  Matrix.of fun I J => C (idx₁ I) (idx₂ I) (idx₁ J) (idx₂ J)

/-- The 6x6 compliance matrix with its weights, `s_IJ = w_I w_J S_IJ`. -/
def complianceMatrix (S : Tensor4) : Matrix (Fin 6) (Fin 6) ℝ :=
  Matrix.of fun I J => weight I * weight J * voigt S I J
```

For a strain \(\varepsilon\), the engineering strain is \(e_I=w_I\varepsilon_I\).

```lean
/-- The engineering strain `e_I = w_I ε_I`, in which shear components are doubled. -/
def engineeringStrain (ε : Fin 3 → Fin 3 → ℝ) : Fin 6 → ℝ :=
  fun I => weight I * ε (idx₁ I) (idx₂ I)
```

All weights are at least 1, so they can be cancelled later.

```lean
/-- Every Voigt weight is at least one. -/
theorem one_le_weight (J : Fin 6) : 1 ≤ weight J := by
  fin_cases J <;> norm_num [weight]
```

## From nine pairs to six

If \(f_{mn}=f_{nm}\), each off-diagonal value occurs twice:

\[ \sum_{mn}f_{mn}=f_{11}+f_{22}+f_{33}+2(f_{23}+f_{13}+f_{12})=\sum_K w_Kf_K. \]

The proof expands both sums and uses the three symmetry equations.

```lean
/-- The sum of a symmetric array over all index pairs is the weighted sum over the six
Voigt indices. -/
theorem sum_eq_voigt_sum (f : Fin 3 → Fin 3 → ℝ) (hf : ∀ m n, f m n = f n m) :
    ∑ m, ∑ n, f m n = ∑ K, weight K * f (idx₁ K) (idx₂ K) := by
  simp [Fin.sum_univ_three, Fin.sum_univ_six, weight, idx₁, idx₂]
  linarith [hf 1 0, hf 2 0, hf 2 1]
```

Conversely, every pair \((i,j)\) is a Voigt pair, possibly after exchange. Tensors with minor symmetries therefore agree if their Voigt components do. The four cases in the proof record which of the two pairs needs exchanging.

```lean
/-- Two tensors with minor symmetries are equal if their Voigt components agree. -/
theorem eq_of_voigt_eq {A B : Tensor4} (hA : MinorSymm A) (hB : MinorSymm B)
    (h : ∀ I J, voigt A I J = voigt B I J) : A = B := by
  -- every index pair is a Voigt pair, up to exchange
  have cover : ∀ i j : Fin 3, ∃ K : Fin 6,
      (idx₁ K = i ∧ idx₂ K = j) ∨ (idx₁ K = j ∧ idx₂ K = i) := by decide
  funext i j k l
  obtain ⟨I, ⟨rfl, rfl⟩ | ⟨rfl, rfl⟩⟩ := cover i j <;>
    obtain ⟨J, ⟨rfl, rfl⟩ | ⟨rfl, rfl⟩⟩ := cover k l
  · exact h I J
  · rw [hA.right, hB.right]
    exact h I J
  · rw [hA.left, hB.left]
    exact h I J
  · rw [hA.left, hB.left, hA.right, hB.right]
    exact h I J
```

For the identity, \(\mathbb{I}_{IJ}=0\) when \(I\ne J\). On the diagonal a normal pair gives \(\tfrac12(1+1)=1\), and a shear pair gives \(\tfrac12(1+0)=\tfrac12\). Hence \(w_J\mathbb{I}_{IJ}\) is the unit matrix, which is checked entry by entry.

```lean
/-- The Voigt components of the symmetrised identity, multiplied by the weight of the
second index, form the 6x6 unit matrix. -/
theorem weight_mul_symId (I J : Fin 6) :
    weight J * voigt symId I J = (1 : Matrix (Fin 6) (Fin 6) ℝ) I J := by
  fin_cases I <;> fin_cases J <;>
    simp [weight, voigt, symId, delta, idx₁, idx₂]
```

## The equivalence

The product \(C_{ijmn}S_{mnkl}\) is symmetric in \(m,n\), so the weighted sum applies:

\[ (cs)_{IJ}=\sum_K C_{IK}\,w_Kw_J\,S_{KJ}=w_J\sum_{mn}C_{I\,mn}S_{mn\,J}=w_J(C:S)_{IJ}. \]

```lean
/-- For tensors with minor symmetries, the product of the matrices `c_IJ = C_IJ` and
`s_IJ = w_I w_J S_IJ` has as its entries the Voigt components of the double contraction times the
weight of the second index. -/
theorem voigt_mul_compliance {C S : Tensor4} (hC : MinorSymm C) (hS : MinorSymm S)
    (I J : Fin 6) :
    (voigt C * complianceMatrix S) I J = weight J * voigt (doubleDot C S) I J := by
  have h : voigt (doubleDot C S) I J = ∑ K, weight K * (voigt C I K * voigt S K J) :=
    sum_eq_voigt_sum
      (fun m n => C (idx₁ I) (idx₂ I) m n * S m n (idx₁ J) (idx₂ J)) (fun m n => by
        show C _ _ m n * S m n _ _ = C _ _ n m * S n m _ _
        rw [hC.right _ _ m n, hS.left m n])
  rw [h, Matrix.mul_apply, Finset.mul_sum]
  refine Finset.sum_congr rfl fun K _ => ?_
  simp only [complianceMatrix, Matrix.of_apply]
  ring
```

If \(C:S=\mathbb{I}\), this gives \(cs=1\), and for square matrices \(sc=1\) follows. If instead \(cs=1\), then \(w_J(C:S)_{IJ}=w_J\mathbb{I}_{IJ}\), and cancelling \(w_J\) equates the Voigt components. Both \(C:S\) and \(\mathbb{I}\) have minor symmetries, so the tensors are equal.

The theorem states this for any real \(C\) and \(S\) satisfying `MinorSymm`.

```lean
/-- For tensors with minor symmetries, `C : S` is the symmetrised identity if and only if
the matrices `c_IJ = C_IJ` and `s_IJ = w_I w_J S_IJ` are mutually inverse. -/
theorem doubleDot_eq_symId_iff {C S : Tensor4} (hC : MinorSymm C) (hS : MinorSymm S) :
    doubleDot C S = symId ↔
      voigt C * complianceMatrix S = 1 ∧ complianceMatrix S * voigt C = 1 := by
  constructor
  · intro h
    have hcs : voigt C * complianceMatrix S = 1 := by
      ext I J
      rw [voigt_mul_compliance hC hS, h, weight_mul_symId]
    exact ⟨hcs, mul_eq_one_comm.mp hcs⟩
  · rintro ⟨h, -⟩
    have hD : MinorSymm (doubleDot C S) :=
      ⟨fun i j k l => by simp only [doubleDot]; simp_rw [hC.left i j],
       fun i j k l => by simp only [doubleDot]; simp_rw [hS.right _ _ k l]⟩
    have hI : MinorSymm symId :=
      ⟨fun i j k l => by simp only [symId]; ring, fun i j k l => by simp only [symId]; ring⟩
    refine eq_of_voigt_eq hD hI fun I J => ?_
    -- the weight is nonzero and can be cancelled
    have hw : weight J ≠ 0 := by linarith [one_le_weight J] |> fun h => ne_of_gt h
    apply mul_left_cancel₀ hw
    rw [← voigt_mul_compliance hC hS, h, weight_mul_symId]
```

In linear elasticity, a compliance matrix obtained by inverting a computed 6×6 stiffness matrix in this convention thus contains \(w_Iw_JS_{IJ}\): tensor components follow after division by 2 for one shear index and by 4 for two.

## Hooke's law and the missing weights

For symmetric strain, the stress \(\sigma_{ij}=\sum_{mn}C_{ijmn}\varepsilon_{mn}\) becomes

\[ \sigma_I=\sum_K w_KC_{IK}\varepsilon_K=\sum_K c_{IK}e_K. \]

```lean
/-- Hooke's law in Voigt form: for a stiffness with minor symmetries and a symmetric strain,
the stress components are the stiffness matrix applied to the engineering strain. -/
theorem hooke_voigt {C : Tensor4} (hC : MinorSymm C) (ε : Fin 3 → Fin 3 → ℝ)
    (hε : ∀ m n, ε m n = ε n m) (I : Fin 6) :
    ∑ m, ∑ n, C (idx₁ I) (idx₂ I) m n * ε m n = (voigt C *ᵥ engineeringStrain ε) I := by
  refine (sum_eq_voigt_sum (fun m n => C (idx₁ I) (idx₂ I) m n * ε m n) (fun m n => by
    show C _ _ m n * ε m n = C _ _ n m * ε n m
    rw [hC.right _ _ m n, hε m n])).trans ?_
  simp only [Matrix.mulVec, dotProduct]
  refine Finset.sum_congr rfl fun K _ => ?_
  simp only [voigt, Matrix.of_apply, engineeringStrain]
  ring
```

Suppose \(C:S=\mathbb{I}\) and the unweighted matrix \(S_{IJ}\) were also inverse to \(c\). Uniqueness of inverses would give \(w_Iw_JS_{IJ}=S_{IJ}\). For \(I=3\), the pair 23, this reads \((2w_J-1)S_{3J}=0\), so the whole row vanishes. Then \(\sum_K S_{3K}c_{K3}=0\), where an inverse requires 1.

```lean
/-- If `C` and `S` have minor symmetries and `C : S` is the symmetrised identity, then the
matrix `S_IJ` without weights is not the inverse of `C_IJ`. -/
theorem unweighted_not_inverse {C S : Tensor4} (hC : MinorSymm C) (hS : MinorSymm S)
    (h : doubleDot C S = symId) : voigt C * voigt S ≠ 1 := by
  intro hn
  have heq : complianceMatrix S = voigt S :=
    left_inv_eq_right_inv ((doubleDot_eq_symId_iff hC hS).mp h).2 hn
  -- a shear row of `S` would have to vanish
  have hrow : ∀ J, voigt S 3 J = 0 := by
    intro J
    have e : weight 3 * weight J * voigt S 3 J = voigt S 3 J := congrFun (congrFun heq 3) J
    have h3 : weight 3 = 2 := by simp [weight]
    rw [h3] at e
    have e' : (2 * weight J - 1) * voigt S 3 J = 0 := by linear_combination e
    refine (mul_eq_zero.mp e').resolve_left fun h0 => ?_
    linarith [one_le_weight J]
  have hnc : voigt S * voigt C = 1 := mul_eq_one_comm.mp hn
  have h33 := congrFun (congrFun hnc 3) 3
  simp [Matrix.mul_apply, hrow] at h33
```

## The isotropic solid

An isotropic rank-four tensor with the minor symmetries has two coefficients, \(a\) and \(b\).

```lean
/-- The isotropic tensor `a δ_ij δ_kl + b (δ_ik δ_jl + δ_il δ_jk)`. -/
def isotropic (a b : ℝ) : Tensor4 := fun i j k l =>
  a * delta i j * delta k l + b * (delta i k * delta j l + delta i l * delta j k)
```

Let \(C\) be isotropic with the Lamé constants \(\lambda\) and \(\mu\) as its two coefficients. For any tensor \(T\),

\[ (C:T)_{ijkl}=\lambda\delta_{ij}\sum_mT_{mmkl}+\mu(T_{ijkl}+T_{jikl}). \]

If \(T\) is isotropic with coefficients \(a,b\), its trace is \(\sum_mT_{mmkl}=(3a+2b)\delta_{kl}\), and

\[ (C:T)_{ijkl}=[\lambda(3a+2b)+2\mu a]\,\delta_{ij}\delta_{kl}+2\mu b\,(\delta_{ik}\delta_{jl}+\delta_{il}\delta_{jk}). \]

This equals \(\mathbb{I}_{ijkl}\) if the bracket vanishes and \(\mu b=\tfrac14\), so

\[ b=\frac1{4\mu},\qquad a=-\frac{\lambda}{2\mu(3\lambda+2\mu)}. \]

The conditions \(\mu\neq0\) and \(3\lambda+2\mu\neq0\) say that the shear modulus and the bulk modulus \(\lambda+\tfrac23\mu\) are nonzero: both shear and uniform compression produce stress. Mechanical stability would require both moduli to be positive, which is not assumed. In the proof, `hcon` is the contraction formula, `htr` the trace, and `hinv` the reduction to two scalar equations.

```lean
/-- The isotropic stiffness with Lamé constants `lam` and `mu`, where `mu` and
`3 lam + 2 mu` are nonzero, and the isotropic compliance given here have minor symmetries
and contract to the symmetrised identity. -/
theorem isotropic_witness (lam mu : ℝ) (hmu : mu ≠ 0) (hK : 3 * lam + 2 * mu ≠ 0) :
    MinorSymm (isotropic lam mu) ∧
    MinorSymm (isotropic (-lam / (2 * mu * (3 * lam + 2 * mu))) (1 / (4 * mu))) ∧
    doubleDot (isotropic lam mu)
      (isotropic (-lam / (2 * mu * (3 * lam + 2 * mu))) (1 / (4 * mu))) = symId := by
  have hd : ∀ i j, delta i j = delta j i := fun i j => by simp [delta, eq_comm]
  have hsym : ∀ a b, MinorSymm (isotropic a b) := fun a b =>
    ⟨fun i j k l => by simp only [isotropic]; rw [hd i j]; ring,
     fun i j k l => by simp only [isotropic]; rw [hd k l]; ring⟩
  -- contraction of an isotropic tensor with any tensor
  have hcon : ∀ (T : Tensor4) (i j k l : Fin 3), doubleDot (isotropic lam mu) T i j k l =
      lam * delta i j * (∑ m, T m m k l) + mu * (T i j k l + T j i k l) := by
    intro T i j k l
    fin_cases i <;> fin_cases j <;>
      simp [doubleDot, isotropic, delta, Fin.sum_univ_three] <;> ring
  have htr : ∀ (a b : ℝ) (k l : Fin 3),
      ∑ m, isotropic a b m m k l = (3 * a + 2 * b) * delta k l := by
    intro a b k l
    fin_cases k <;> fin_cases l <;> simp [isotropic, delta, Fin.sum_univ_three] <;> ring
  -- the two scalar conditions on the compliance coefficients suffice
  have hinv : ∀ a b : ℝ, lam * (3 * a + 2 * b) + 2 * mu * a = 0 → mu * b = 1 / 4 →
      doubleDot (isotropic lam mu) (isotropic a b) = symId := by
    intro a b h1 h2
    funext i j k l
    rw [hcon, htr]
    simp only [isotropic, symId]
    rw [hd j i]
    linear_combination delta i j * delta k l * h1 +
      2 * (delta i k * delta j l + delta i l * delta j k) * h2
  refine ⟨hsym _ _, hsym _ _, hinv _ _ ?_ ?_⟩
  · rw [← div_div (-lam) (2 * mu) (3 * lam + 2 * mu)]
    linear_combination (-(lam / 2) * mu⁻¹) * mul_inv_cancel₀ hK
  · field_simp

end

end VoigtNotation
```

```lean
#print axioms VoigtNotation.voigt_mul_compliance
#print axioms VoigtNotation.hooke_voigt
#print axioms VoigtNotation.unweighted_not_inverse
```

```
'VoigtNotation.voigt_mul_compliance' depends on axioms: [propext, Classical.choice, Quot.sound]
'VoigtNotation.hooke_voigt' depends on axioms: [propext, Classical.choice, Quot.sound]
'VoigtNotation.unweighted_not_inverse' depends on axioms: [propext, Classical.choice, Quot.sound]
```
